# One compact p function gives hydrogen 1s a larger polarizability than the exact 2p orbital

I put a hydrogen atom in a weak field along z and let the 1s orbital mix with a single normalized p function, proportional to z exp(−br). With b = 1, second-order perturbation theory gives a polarizability of 4 atomic units. With b = 1/2 the p function is the exact 2p orbital, which also lies lower in energy, yet I get only 2.96. Why does a true eigenfunction do worse than a function that is not one, and which b is best?

## The dipole element gains more than the energy gap costs

With a single p function, the polarizability is α = 2d²/Δ, where d is the dipole matrix element between 1s and p, and Δ is the difference of their energy expectation values. From b = 1/2 to b = 1, Δ rises from 3/8 to 1/2, a factor of 1.33, but d² rises from 0.555 to 1, a factor of 1.80. The 2p orbital is too diffuse: much of it lies where the 1s orbital is already small. Being an eigenfunction of the field-free atom does not help with that.

A larger α is a better one here. Since s is the exact ground state, the exact second-order energy in a field F is the minimum of ⟨φ|H + 1/2|φ⟩ + 2F⟨φ|z|s⟩ over all first-order corrections φ. Allowing only multiples of one p function gives the restricted minimum −F²d²/Δ, which cannot lie below the exact one. So α never exceeds the exact value, 4.5, and the best b is the one that makes it largest. This bound is background and is not part of the Lean proof.

For general b > 0, write x = cos θ, so that z = rx. The orbitals are

s = exp(−r)/√π

p = N r x exp(−br), N² = b⁵/π

Space integrals are 2π ∫ r² dr ∫ dx, with r from 0 to ∞ and x from −1 to 1. They need ∫ dx = 2, ∫ x² dx = 2/3 and

∫ rⁿ exp(−cr) dr = n!/cⁿ⁺¹, c > 0.

Both norms are 1: 4π · (1/π) · 2!/2³ = 1 for s, and (4π/3) · (b⁵/π) · 4!/(2b)⁵ = 1 for p. The dipole element is

d = (4π/3) · (N/√π) · 4!/(1 + b)⁵ = 32 b^(5/2)/(1 + b)⁵

so d² = 1024 b⁵/(1 + b)¹⁰.

For the energies, let H = −∇²/2 − 1/r. On s, the radial derivatives give −½(1 − 2/r)s − s/r = −s/2, so the energy is −1/2. On p, the radial part of ∇² gives N x (b²r − 4b + 2/r) exp(−br), and the angular part gives −2N x exp(−br)/r, which removes the 1/r term. Hence

Hp = N x [(2b − 1) − b²r/2] exp(−br)

⟨p|H|p⟩ = (4b⁵/3) [(2b − 1) · 3!/(2b)⁴ − (b²/2) · 4!/(2b)⁵] = (b² − b)/2

The gap is Δ = (b² − b + 1)/2, and therefore

α(b) = 4096 b⁵ / ((1 + b)¹⁰ (b² − b + 1)).

Differentiating,

α′(b) = 4096 b⁴ (5 − 9b + 9b² − 7b³) / ((1 + b)¹¹ (b² − b + 1)²).

Let g(b) = 7b³ − 9b² + 9b − 5. Since g(3/4) = −23/64 and g(1) = 2, there is a root β between 3/4 and 1. Subtracting g(β) = 0 gives

g(b) = (b − β) Q, Q = 7(b² + bβ + β²) − 9(b + β) + 9.

With t = b + β, Q is at least 21t²/4 − 9t + 9, which has negative discriminant, so Q > 0. Thus α rises strictly up to β and falls strictly after it. Because α(1) = 4 and β ≠ 1, the maximum exceeds 4. Numerically, β is about 0.797 and α(β) about 4.48.

## What the Lean statements say

An orbital is a real function of `r` and `x`. `volInt` is the space integral with its full volume element, and `hydrogenH` is the differential operator H, written with `deriv`. `sOrbital` and `pOrbital b` are s and p, and `orbitals_normalized` confirms their norms.

`polarizability` is defined as 2d²/Δ from these integrals. That expression is the second-order formula for one p function, with the energy in a field F written as E(0) − αF²/2; it is taken as the definition and not derived from a Schrödinger equation with a field. `polarizability_eq` proves that it equals `closedForm b` for every b > 0.

`optimal_exponent` provides a β with 3/4 < β < 1 and `4 < polarizability β`, such that every other positive exponent gives a strictly smaller value. `exact_2p_polarizability` states that at b = 1/2 the p function satisfies Hp = −p/8 for all r > 0, and that its polarizability is below 3.

The model has one electron, a fixed point nucleus and a single exponential p function. Within those limits it illustrates a point of basis-set design: a polarization function should be chosen for how well it describes the distortion of the occupied orbital, not for its likeness to an excited state.

```lean
import Mathlib

open Real MeasureTheory Set

namespace HydrogenPolarizationFunction

noncomputable section

/-- Integral over space of an axially symmetric function of `r` and `x = cos θ`. -/
def volInt (F : ℝ → ℝ → ℝ) : ℝ :=
  2 * π * ∫ r in Ioi (0 : ℝ), (∫ x in (-1 : ℝ)..1, F r x) * r ^ 2

/-- The hydrogen Hamiltonian `-∇²/2 - 1/r` in atomic units, acting on an axially symmetric
function of `r` and `x = cos θ`, for `r > 0`. -/
def hydrogenH (F : ℝ → ℝ → ℝ) (r x : ℝ) : ℝ :=
  -(1 / 2) * (deriv (deriv (fun s => F s x)) r + 2 / r * deriv (fun s => F s x) r
    + deriv (fun y => (1 - y ^ 2) * deriv (F r) y) x / r ^ 2) - F r x / r

/-- The hydrogen 1s orbital. -/
def sOrbital (r _x : ℝ) : ℝ := exp (-r) / √π

/-- The p function proportional to `z exp(-br)`, with `z = r x`, for `b > 0`. -/
def pOrbital (b r x : ℝ) : ℝ := √(b ^ 5 / π) * (r * x) * exp (-(b * r))

/-- Second-order polarizability along `z` of the 1s state with a single p function of
exponent `b > 0`: twice the squared dipole matrix element over the energy gap. -/
def polarizability (b : ℝ) : ℝ :=
  2 * (volInt fun r x => sOrbital r x * (r * x) * pOrbital b r x) ^ 2 /
    ((volInt fun r x => pOrbital b r x * hydrogenH (pOrbital b) r x)
      - volInt fun r x => sOrbital r x * hydrogenH sOrbital r x)

/-- The rational function `4096 b⁵ / ((1+b)¹⁰ (b² - b + 1))` of the exponent `b > 0`. -/
def closedForm (b : ℝ) : ℝ := 4096 * b ^ 5 / ((1 + b) ^ 10 * (b ^ 2 - b + 1))

/-- For `c > 0` the radial moments of `exp(-cr)` are finite and equal `n!/c^(n+1)`. -/
theorem exp_moment (n : ℕ) {c : ℝ} (hc : 0 < c) :
    Integrable (fun r : ℝ => r ^ n * exp (-(c * r))) (volume.restrict (Ioi 0)) ∧
    ∫ r in Ioi (0 : ℝ), r ^ n * exp (-(c * r)) = n.factorial / c ^ (n + 1) := by
  have h := Real.integral_rpow_mul_exp_neg_mul_Ioi (show (0 : ℝ) < n + 1 by positivity) hc
  have e : (1 / c) ^ ((n : ℝ) + 1) = (1 / c) ^ (n + 1) := by
    exact_mod_cast Real.rpow_natCast (1 / c) (n + 1)
  rw [add_sub_cancel_right, Real.Gamma_nat_eq_factorial, e, one_div, inv_pow] at h
  simp only [Real.rpow_natCast] at h
  have hv : ∫ r in Ioi (0 : ℝ), r ^ n * exp (-(c * r)) = n.factorial / c ^ (n + 1) := by
    rw [h, div_eq_mul_inv, mul_comm]
  refine ⟨?_, hv⟩
  -- a non-integrable function would have integral zero
  by_contra hn
  have h0 := hv.symm.trans (integral_undef hn)
  have h1 : (n.factorial : ℝ) / c ^ (n + 1) ≠ 0 := by positivity
  exact h1 h0

/-- Space integral of `(u + (v r + w r²) cos² θ) exp(-cr) exp(-er)` for `c, e > 0`. -/
theorem volInt_exp (F : ℝ → ℝ → ℝ) (u v w : ℝ) {c e : ℝ} (hc : 0 < c) (he : 0 < e)
    (hF : ∀ r, 0 < r → ∀ x, F r x
      = (u + (v * r + w * r ^ 2) * x ^ 2) * (exp (-(c * r)) * exp (-(e * r)))) :
    volInt F = 8 * π * u / (c + e) ^ 3 + 8 * π * v / (c + e) ^ 4
      + 32 * π * w / (c + e) ^ 5 := by
  have h2 : ∫ x in (-1 : ℝ)..1, x ^ 2 = 2 / 3 := by
    rw [integral_pow]; norm_num
  have hx : ∀ p q : ℝ, ∫ x in (-1 : ℝ)..1, (p + q * x ^ 2) = 2 * p + 2 / 3 * q := by
    intro p q
    rw [intervalIntegral.integral_add (Continuous.intervalIntegrable (by fun_prop) _ _)
      (Continuous.intervalIntegrable (by fun_prop) _ _), intervalIntegral.integral_const,
      intervalIntegral.integral_const_mul, h2, smul_eq_mul]
    ring
  have h : ∫ r in Ioi (0 : ℝ), (∫ x in (-1 : ℝ)..1, F r x) * r ^ 2
      = ∫ r in Ioi (0 : ℝ), ((2 * u) * (r ^ 2 * exp (-((c + e) * r)))
        + (2 / 3 * v) * (r ^ 3 * exp (-((c + e) * r)))
        + (2 / 3 * w) * (r ^ 4 * exp (-((c + e) * r)))) := by
    refine setIntegral_congr_fun measurableSet_Ioi (fun r hr => ?_)
    have ex : exp (-(c * r)) * exp (-(e * r)) = exp (-((c + e) * r)) := by
      rw [← Real.exp_add]; congr 1; ring
    have hFr : ∀ x, F r x = u * exp (-((c + e) * r))
        + ((v * r + w * r ^ 2) * exp (-((c + e) * r))) * x ^ 2 := fun x => by
      rw [hF r hr x, ex]; ring
    simp only [hFr, hx]
    ring
  have m := fun n => exp_moment n (add_pos hc he)
  have i : Integrable (fun r : ℝ => (2 * u) * (r ^ 2 * exp (-((c + e) * r)))
      + (2 / 3 * v) * (r ^ 3 * exp (-((c + e) * r)))) (volume.restrict (Ioi 0)) :=
    ((m 2).1.const_mul _).add ((m 3).1.const_mul _)
  have f2 : ((Nat.factorial 2 : ℕ) : ℝ) = 2 := by norm_num [Nat.factorial]
  have f3 : ((Nat.factorial 3 : ℕ) : ℝ) = 6 := by norm_num [Nat.factorial]
  have f4 : ((Nat.factorial 4 : ℕ) : ℝ) = 24 := by norm_num [Nat.factorial]
  rw [volInt, h, integral_add i ((m 4).1.const_mul _),
    integral_add ((m 2).1.const_mul _) ((m 3).1.const_mul _), integral_const_mul,
    integral_const_mul, integral_const_mul, (m 2).2, (m 3).2, (m 4).2, f2, f3, f4]
  generalize c + e = k
  ring

/-- Radial derivative of a linear function times an exponential. -/
theorem deriv_linexp (p q b : ℝ) : deriv (fun s : ℝ => (p + q * s) * exp (-(b * s)))
    = fun s => ((q - b * p) + (-(b * q)) * s) * exp (-(b * s)) := by
  funext s
  have h1 := ((hasDerivAt_id' s).const_mul q).const_add p
  have h2 := (((hasDerivAt_id' s).const_mul b).fun_neg).exp
  exact ((h1.fun_mul h2).congr_deriv (by ring)).deriv

/-- Action of the Hamiltonian on the p function away from the nucleus. -/
theorem hydrogenH_p (b : ℝ) {r : ℝ} (hr : 0 < r) (x : ℝ) : hydrogenH (pOrbital b) r x
    = √(b ^ 5 / π) * x * ((2 * b - 1) - b ^ 2 / 2 * r) * exp (-(b * r)) := by
  have h1 : (fun s => pOrbital b s x)
      = fun s => (0 + (√(b ^ 5 / π) * x) * s) * exp (-(b * s)) := by
    funext s
    simp only [pOrbital]
    ring
  have h2 : ∀ y, deriv (pOrbital b r) y = √(b ^ 5 / π) * r * exp (-(b * r)) := by
    intro y
    have h : pOrbital b r = fun t => (√(b ^ 5 / π) * r * exp (-(b * r))) * t := by
      funext t
      simp only [pOrbital]
      ring
    rw [h]
    exact (((hasDerivAt_id' y).const_mul _).congr_deriv (mul_one _)).deriv
  have h3 : ∀ K : ℝ, deriv (fun y : ℝ => (1 - y ^ 2) * K) x = -2 * x * K := fun K =>
    ((((hasDerivAt_pow 2 x).const_sub 1).mul_const K).congr_deriv (by norm_num)).deriv
  rw [hydrogenH, h1, deriv_linexp, deriv_linexp]
  simp only [h2, h3, pOrbital]
  generalize exp (-(b * r)) = E
  generalize √(b ^ 5 / π) = N
  field_simp
  ring

/-- The 1s orbital and, for `b > 0`, the p function are normalized. -/
theorem orbitals_normalized {b : ℝ} (hb : 0 < b) :
    (volInt fun r x => sOrbital r x ^ 2) = 1 ∧ (volInt fun r x => pOrbital b r x ^ 2) = 1 := by
  constructor
  · rw [volInt_exp _ (1 / √π ^ 2) 0 0 one_pos one_pos (fun r _ x => by
      simp only [sOrbital, one_mul]; ring), Real.sq_sqrt pi_pos.le]
    field_simp
    ring
  · rw [volInt_exp _ 0 0 (√(b ^ 5 / π) ^ 2) hb hb (fun r _ x => by
      simp only [pOrbital]; ring), Real.sq_sqrt (by positivity), ← two_mul b]
    field_simp
    ring

/-- For `b > 0` the polarizability is `4096 b⁵ / ((1+b)¹⁰ (b² - b + 1))`. -/
theorem polarizability_eq {b : ℝ} (hb : 0 < b) : polarizability b = closedForm b := by
  have hN : √(b ^ 5 / π) ^ 2 = b ^ 5 / π := Real.sq_sqrt (by positivity)
  have hS : √π ^ 2 = π := Real.sq_sqrt pi_pos.le
  -- squared dipole matrix element
  have hd : (volInt fun r x => sOrbital r x * (r * x) * pOrbital b r x) ^ 2
      = 1024 * b ^ 5 / (1 + b) ^ 10 := by
    rw [volInt_exp _ 0 0 (√(b ^ 5 / π) / √π) one_pos hb (fun r _ x => by
      simp only [sOrbital, pOrbital, one_mul]; ring)]
    calc _ = 1024 * π ^ 2 * (√(b ^ 5 / π) ^ 2 / √π ^ 2) / (1 + b) ^ 10 := by
          generalize 1 + b = u
          ring
      _ = _ := by
          rw [hN, hS]
          field_simp
  -- energy of the p function
  have hp : (volInt fun r x => pOrbital b r x * hydrogenH (pOrbital b) r x)
      = (b ^ 2 - b) / 2 := by
    rw [volInt_exp _ 0 (√(b ^ 5 / π) ^ 2 * (2 * b - 1)) (√(b ^ 5 / π) ^ 2 * (-(b ^ 2 / 2)))
      hb hb (fun r hr x => by
        simp only [hydrogenH_p b hr]; simp only [pOrbital]; ring), hN, ← two_mul b]
    field_simp
    ring
  -- the 1s orbital is an eigenfunction with energy -1/2
  have hH : ∀ r x, hydrogenH sOrbital r x = -(1 / 2) * sOrbital r x := by
    intro r x
    have h1 : (fun s => sOrbital s x) = fun s => (1 / √π + 0 * s) * exp (-(1 * s)) := by
      funext s
      simp only [sOrbital, one_mul]
      ring
    have h2 : ∀ y, deriv (sOrbital r) y = 0 := fun y =>
      (hasDerivAt_const y (exp (-r) / √π)).deriv
    rw [hydrogenH, h1, deriv_linexp, deriv_linexp]
    simp only [h2, mul_zero, deriv_const, sOrbital, one_mul]
    ring
  have hs : (volInt fun r x => sOrbital r x * hydrogenH sOrbital r x) = -(1 / 2) := by
    rw [volInt_exp _ (-(1 / 2) / √π ^ 2) 0 0 one_pos one_pos (fun r _ x => by
      simp only [hH]; simp only [sOrbital, one_mul]; ring), hS]
    field_simp
    ring
  rw [polarizability, hd, hp, hs, closedForm,
    show (b ^ 2 - b) / 2 - -(1 / 2) = (b ^ 2 - b + 1) / 2 by ring]
  generalize b ^ 2 - b + 1 = q
  generalize 1 + b = u
  ring

/-- Among all exponents `b > 0` the polarizability has a unique maximum; it lies between
`3/4` and `1`, and its value exceeds `4`. -/
theorem optimal_exponent : ∃ β : ℝ, 3 / 4 < β ∧ β < 1 ∧ 4 < polarizability β ∧
    ∀ b, 0 < b → b ≠ β → polarizability b < polarizability β := by
  -- the stationary exponent is the root of a cubic
  have hz : (0 : ℝ) ∈ (fun b : ℝ => 7 * b ^ 3 - 9 * b ^ 2 + 9 * b - 5) '' Ioo (3 / 4) 1 :=
    intermediate_value_Ioo (by norm_num) (Continuous.continuousOn (by fun_prop))
      ⟨by norm_num, by norm_num⟩
  obtain ⟨β, ⟨h1, h2⟩, h0⟩ := hz
  replace h0 : 7 * β ^ 3 - 9 * β ^ 2 + 9 * β - 5 = 0 := h0
  have hβ : 0 < β := by linarith
  -- the slope has the sign of β - b
  have hder : ∀ b : ℝ, 0 < b → ∃ K, 0 < K ∧ HasDerivAt closedForm (K * (β - b)) b := by
    intro b hb
    have hq : 0 < b ^ 2 - b + 1 := by nlinarith [sq_nonneg (b - 1 / 2)]
    have hQ : 0 < 7 * (b ^ 2 + b * β + β ^ 2) - 9 * (b + β) + 9 := by
      nlinarith [sq_nonneg (b - β), sq_nonneg (b + β - 6 / 7)]
    have d1 : HasDerivAt (fun b : ℝ => 4096 * b ^ 5) (4096 * (5 * b ^ 4)) b :=
      ((hasDerivAt_pow 5 b).const_mul 4096).congr_deriv (by norm_num)
    have d2 : HasDerivAt (fun b : ℝ => (1 + b) ^ 10) (10 * (1 + b) ^ 9) b :=
      (((hasDerivAt_id' b).const_add 1).fun_pow 10).congr_deriv (by norm_num)
    have d3 : HasDerivAt (fun b : ℝ => b ^ 2 - b + 1) (2 * b - 1) b :=
      (((hasDerivAt_pow 2 b).fun_sub (hasDerivAt_id' b)).add_const 1).congr_deriv
        (by norm_num)
    have hD : 0 < (1 + b) ^ 10 * (b ^ 2 - b + 1) := mul_pos (by positivity) hq
    have hE : 0 < (1 + b) ^ 11 * (b ^ 2 - b + 1) ^ 2 :=
      mul_pos (by positivity) (pow_pos hq 2)
    refine ⟨4096 * b ^ 4 * (7 * (b ^ 2 + b * β + β ^ 2) - 9 * (b + β) + 9) /
      ((1 + b) ^ 11 * (b ^ 2 - b + 1) ^ 2), div_pos (mul_pos (by positivity) hQ) hE,
      (d1.fun_div (d2.fun_mul d3) hD.ne').congr_deriv ?_⟩
    rw [div_mul_eq_mul_div, show 4096 * b ^ 4 * (7 * (b ^ 2 + b * β + β ^ 2) - 9 * (b + β) + 9)
      * (β - b) = 4096 * b ^ 4 * (5 - 9 * b + 9 * b ^ 2 - 7 * b ^ 3) by
        linear_combination (4096 * b ^ 4) * h0,
      div_eq_div_iff (pow_pos hD 2).ne' hE.ne']
    ring
  have hcont : ∀ b : ℝ, 0 < b → ContinuousAt closedForm b := fun b hb => by
    obtain ⟨K, -, h⟩ := hder b hb
    exact h.continuousAt
  have hmono : StrictMonoOn closedForm (Ioc 0 β) := by
    refine strictMonoOn_of_deriv_pos (convex_Ioc 0 β)
      (fun b hb => (hcont b hb.1).continuousWithinAt) (fun b hb => ?_)
    rw [interior_Ioc] at hb
    obtain ⟨K, hK, h⟩ := hder b hb.1
    rw [h.deriv]
    exact mul_pos hK (sub_pos.2 hb.2)
  have hanti : StrictAntiOn closedForm (Ici β) := by
    refine strictAntiOn_of_deriv_neg (convex_Ici β)
      (fun b hb => (hcont b (hβ.trans_le hb)).continuousWithinAt) (fun b hb => ?_)
    rw [interior_Ici] at hb
    obtain ⟨K, hK, h⟩ := hder b (hβ.trans hb)
    rw [h.deriv]
    exact mul_neg_of_pos_of_neg hK (sub_neg.2 hb)
  have hmax : ∀ b, 0 < b → b ≠ β → polarizability b < polarizability β := by
    intro b hb hne
    rw [polarizability_eq hb, polarizability_eq hβ]
    rcases lt_or_gt_of_ne hne with h | h
    · exact hmono ⟨hb, h.le⟩ ⟨hβ, le_rfl⟩ h
    · exact hanti (le_refl β) (le_of_lt h) h
  refine ⟨β, h1, h2, ?_, hmax⟩
  have h4 : polarizability 1 = 4 := by
    rw [polarizability_eq one_pos, closedForm]; norm_num
  exact h4 ▸ hmax 1 one_pos h2.ne'

/-- The p function with `b = 1/2` satisfies the hydrogen eigenvalue equation with energy
`-1/8` away from the nucleus, and its polarizability is below `3`. -/
theorem exact_2p_polarizability :
    (∀ r, 0 < r → ∀ x, hydrogenH (pOrbital (1 / 2)) r x = -(1 / 8) * pOrbital (1 / 2) r x) ∧
    polarizability (1 / 2) < 3 := by
  constructor
  · intro r hr x
    rw [hydrogenH_p (1 / 2) hr x]
    simp only [pOrbital]
    ring
  · rw [polarizability_eq (by norm_num), closedForm]
    norm_num

end

end HydrogenPolarizationFunction
```

```lean
#print axioms HydrogenPolarizationFunction.orbitals_normalized
#print axioms HydrogenPolarizationFunction.optimal_exponent
#print axioms HydrogenPolarizationFunction.exact_2p_polarizability
```

```
'HydrogenPolarizationFunction.orbitals_normalized' depends on axioms: [propext, Classical.choice, Quot.sound]
'HydrogenPolarizationFunction.optimal_exponent' depends on axioms: [propext, Classical.choice, Quot.sound]
'HydrogenPolarizationFunction.exact_2p_polarizability' depends on axioms: [propext, Classical.choice, Quot.sound]
```

## From radial moments to the unique maximum

`exp_moment` supplies the factorial integrals together with their integrability. This matters because Lean assigns the value 0 to a non-integrable function's integral. `volInt_exp` does the angular integration and reduces each space integral to three moments, with coefficients `u`, `v` and `w`.

`deriv_linexp` differentiates a linear function times an exponential; applied twice, it gives the radial derivatives in `hydrogenH_p`, which is the formula for Hp above. In `polarizability_eq`, the steps `hd`, `hp` and `hs` are d² and the two energies.

In `optimal_exponent`, `intermediate_value_Ioo` finds β. The step `hder` writes the slope as `K * (β - b)` with K > 0, where `hQ` is the positivity of Q. Then `hmono` and `hanti` give the strict rise and fall, and comparison with b = 1 gives the bound 4. For the 2p orbital, both claims follow by substituting b = 1/2.

## The same number from a finite-field calculation

In a calculation with the basis {s, p}, the field enters as Fz and couples the two functions. At b = 1 the matrix to diagonalize has −1/2 and 0 on its diagonal and F off it. For F = 0.01 the lowest eigenvalue is −0.50019992. The shift from −1/2, multiplied by −2/F², gives α ≈ 3.998, which tends to 4 as F decreases. Repeating this for a range of b traces out α(b), and the exponent is read off at its peak.
